# N conj(N) = ±D(a²) for an irreducible unitary representation equivalent to its twisted conjugate

A magnetic crystal can have symmetries that involve time reversal. Its symmetry group M then contains a subgroup G of unitary operations, making up half of M, and the remaining operations are antiunitary. Suppose that orthonormal states ψ₁, …, ψₙ of one energy transform under G by an irreducible representation D, and let a be an antiunitary symmetry. The states aψᵢ have the same energy. Are they new states, or combinations of the old ones?

Since g a = a (a⁻¹ga) and a conjugates coefficients, the states aψᵢ transform under g by conj(D(a⁻¹ga)), where conj is entrywise complex conjugation. If this representation is equivalent to D, there is a unitary matrix N with

D(g) = N conj(D(a⁻¹ga)) N⁻¹ for all g in G.

The problems below show that N conj(N) is then either D(a²) or −D(a²). These signs label the first two of Wigner's three corepresentation types; in the third, no such N exists.

When N exists, the sign tells whether symmetry forces new states, by an argument that is not part of the Lean file. If the aψᵢ lie in the span of the ψⱼ, their coefficients form an intertwiner N′, and applying a twice gives N′ conj(N′) = D(a²). Any other unitary intertwiner differs from N′ by a phase, which cancels in N conj(N). A minus sign therefore forces additional states. With a plus sign, the antilinear map that sends ψᵢ to Σⱼ ψⱼ Nⱼᵢ is a consistent action of a on the old states, so symmetry forces no new ones; the aψᵢ can still be new if the level has an accidental degeneracy.

## Groups, matrices and the twisted conjugate

The matrices are complex and square, with rows and columns labelled by a finite type `n`. The group `M` may be infinite.

```lean
import Mathlib

open Matrix

namespace WignerCorepresentation

noncomputable section

variable {n : Type*} [Fintype n] [DecidableEq n] {M : Type*} [Group M] {G : Subgroup M}
```

Entrywise conjugation is `cj`. It is a ring homomorphism, so conj(XY) = conj(X) conj(Y), with the order kept.

```lean
/-- Entrywise complex conjugation of a square matrix. -/
def cj : Matrix n n ℂ →+* Matrix n n ℂ := (starRingEnd ℂ).mapMatrix
```

Write τ(g) = a⁻¹ga and s = a². Both τ(g) and s must lie in G before D can be applied to them. With index two, a product lies in G exactly when both factors lie in G or neither does, and this gives both memberships.

```lean
/-- The element `a⁻¹ g a` of the index-two subgroup `G`. -/
def twist (hG : G.index = 2) (a : M) (g : G) : G :=
  ⟨a⁻¹ * g * a, by
    rw [Subgroup.mul_mem_iff_of_index_two hG, Subgroup.mul_mem_iff_of_index_two hG, inv_mem_iff]
    simp [g.2]⟩

/-- The square `a²`, as an element of the index-two subgroup `G`. -/
def square (hG : G.index = 2) (a : M) : G :=
  ⟨a * a, by rw [Subgroup.mul_mem_iff_of_index_two hG]⟩
```

Irreducibility enters through its Schur form: only multiples of the identity commute with every D(g). For unitary representations of nonzero finite dimension, this is equivalent to irreducibility.

```lean
/-- Only scalar matrices commute with every `D g`. -/
def ScalarCommutant (D : G →* Matrix n n ℂ) : Prop :=
  ∀ X : Matrix n n ℂ, (∀ g, X * D g = D g * X) → ∃ c : ℂ, X = c • (1 : Matrix n n ℂ)
```

The next definition is the relation between D and N. Among the hypotheses of the main theorem, this is the one that reflects the antiunitary character of a, through `cj`.

```lean
/-- `N` relates `D` to its complex conjugate twisted by `a`:
`D(g) = N conj(D(a⁻¹ g a)) N⁻¹` for all `g` in `G`. -/
def Intertwines (hG : G.index = 2) (a : M) (D : G →* Matrix n n ℂ) (N : Matrix n n ℂ) : Prop :=
  ∀ g, D g = N * cj (D (twist hG a g)) * N⁻¹
```

## (a) Conjugating twice

**Task.** Show that conj(conj(X)) = X.

**Solution.** Each entry is a complex number, and conjugating a complex number twice returns it. Lean checks the identity entry by entry.

```lean
/-- Conjugating a matrix twice gives it back. -/
theorem cj_cj (X : Matrix n n ℂ) : cj (cj X) = X := by
  ext i j
  simp [cj]
```

## (b) Pulling out a scalar

**Task.** Show that conj(cX) = conj(c) conj(X) for a complex number c.

**Solution.** Entry by entry, conj(c Xᵢⱼ) = conj(c) conj(Xᵢⱼ). Lean writes conj(c) as `star c`.

```lean
/-- Conjugating `c X` entrywise gives `conj(c) conj(X)`. -/
theorem cj_smul (c : ℂ) (X : Matrix n n ℂ) : cj (c • X) = star c • cj X := by
  ext i j
  simp [cj]
```

## (c) Moving D(g) past N

**Task.** For a unitary intertwiner N, show that D(g) N = N conj(D(τ(g))).

**Solution.** Multiply the defining relation by N on the right and use N⁻¹N = 1. In Lean, unitarity identifies N⁻¹ with the adjoint `star N`.

```lean
/-- A unitary intertwiner satisfies `D(g) N = N conj(D(a⁻¹ g a))`. -/
theorem Intertwines.mul_eq {hG : G.index = 2} {a : M} {D : G →* Matrix n n ℂ}
    {N : Matrix n n ℂ} (h : Intertwines hG a D N) (hN : N ∈ unitaryGroup n ℂ) (g : G) :
    D g * N = N * cj (D (twist hG a g)) := by
  have h1 : star N * N = 1 := mem_unitaryGroup_iff'.1 hN
  rw [h g, inv_eq_left_inv h1, mul_assoc, h1, mul_one]
```

## (d) A scalar between two unitary matrices

**Task.** Let A and cA be unitary, of dimension at least one. Show that conj(c) c = 1.

**Solution.** Writing † for the adjoint,

1 = (cA)†(cA) = conj(c) c A†A = conj(c) c 1.

Any diagonal entry gives the result. `Nonempty n` supplies the index i of that entry.

```lean
/-- If a unitary matrix of nonzero size stays unitary after multiplication by `c`, then `conj(c) c =
1`. -/
theorem phase_of_unitary [Nonempty n] {A : Matrix n n ℂ} {c : ℂ}
    (hA : A ∈ unitaryGroup n ℂ) (hc : c • A ∈ unitaryGroup n ℂ) : star c * c = 1 := by
  have h := mem_unitaryGroup_iff'.1 hc
  rw [star_smul, smul_mul_smul_comm, mem_unitaryGroup_iff'.1 hA] at h
  obtain ⟨i⟩ := ‹Nonempty n›
  have h' := congrFun (congrFun h i) i
  simpa using h'
```

## (e) N conj(N) is proportional to D(a²)

**Task.** Let only multiples of the identity commute with every D(g), and let N be a unitary intertwiner. Show that N conj(N) = c D(s) for some complex c.

**Solution.** Twisting twice is conjugation by s:

τ(τ(g)) = a⁻²ga² = s⁻¹gs.

Apply (c) at g and then at τ(g):

D(g) N conj(N) = N conj(D(τ(g))) conj(N)
= N conj(D(τ(g)) N)
= N conj(N conj(D(τ(τ(g)))))
= N conj(N) D(s⁻¹gs)
= N conj(N) D(s⁻¹) D(g) D(s).

Multiplying on the right by D(s⁻¹) shows that X = N conj(N) D(s⁻¹) satisfies D(g) X = X D(g). By the Schur condition X = c 1, and multiplying by D(s) on the right gives N conj(N) = c D(s).

In the proof, `tw` is the double twist, `key` is the displayed chain, and `hs` is the Schur condition applied to X. D itself need not be unitary at this stage.

```lean
/-- `N conj(N)` is a scalar multiple of `D(a²)`. -/
theorem square_scalar (hG : G.index = 2) (a : M) (D : G →* Matrix n n ℂ)
    (hs : ScalarCommutant D) {N : Matrix n n ℂ} (hN : N ∈ unitaryGroup n ℂ)
    (h : Intertwines hG a D N) : ∃ c : ℂ, N * cj N = c • D (square hG a) := by
  have h := h.mul_eq hN
  set s := square hG a with hsq
  have inv1 : D s * D s⁻¹ = 1 := by rw [← map_mul, mul_inv_cancel, map_one]
  have inv2 : D s⁻¹ * D s = 1 := by rw [← map_mul, inv_mul_cancel, map_one]
  -- twisting twice is conjugation by `a²`
  have tw : ∀ g, twist hG a (twist hG a g) = s⁻¹ * g * s := fun g => by
    apply Subtype.ext
    simp [twist, hsq, square, mul_assoc]
  have key : ∀ g, D g * (N * cj N) = N * cj N * (D s⁻¹ * D g * D s) := fun g => by
    calc D g * (N * cj N) = N * cj (D (twist hG a g) * N) := by
          rw [← mul_assoc, h g, map_mul, mul_assoc]
      _ = N * cj N * (D s⁻¹ * D g * D s) := by
          rw [h, map_mul, cj_cj, tw, map_mul, map_mul]
          simp only [mul_assoc]
  obtain ⟨c, hc⟩ := hs (N * cj N * D s⁻¹) fun g => by
    rw [← mul_assoc (D g), key g]
    simp only [mul_assoc, inv1, mul_one]
  refine ⟨c, ?_⟩
  calc N * cj N = N * cj N * D s⁻¹ * D s := by rw [mul_assoc _ (D s⁻¹), inv2, mul_one]
    _ = c • D s := by rw [hc, smul_mul_assoc, one_mul]
```

## (f) The scalar is +1 or −1

**Task.** With D unitary as well, show that N conj(N) = D(a²) or N conj(N) = −D(a²).

**Solution.** In dimension zero all matrices are equal and there is nothing to prove. Otherwise take c from (e). The matrices N, conj(N) and D(s) are unitary, so c D(s) = N conj(N) is unitary, and (d) gives conj(c) c = 1.

Next, c is real. Since s commutes with a, τ(s) = s, and (c) gives D(s) N = N conj(D(s)). Now evaluate N conj(N) N in two ways. Grouping the first two factors gives

N conj(N) N = c D(s) N.

Grouping the last two gives

N conj(N) N = N conj(N conj(N)) = N conj(c D(s)) = conj(c) N conj(D(s)) = conj(c) D(s) N.

The matrix D(s) N is unitary, hence nonzero, so c = conj(c). Together with conj(c) c = 1 this yields c² = 1.

The Lean proof follows the same route: `hphase` is the phase condition, `e` compares the two groupings, and `hreal` is c = conj(c).

Read in words, `wigner_sign` takes a subgroup G of index two, an element a of M, a finite-dimensional unitary representation D of G with scalar commutant, and a unitary N satisfying the intertwining relation. It returns one of the two signs. The existence of N is assumed. The hypothesis that a lies outside G is absent because the algebra never uses it; the physical application has a outside G.

```lean
/-- If `D` is unitary with scalar commutant and a unitary `N` relates it to its complex conjugate
twisted by `a`, then `N conj(N)` equals `D(a²)` or `-D(a²)`. -/
theorem wigner_sign (hG : G.index = 2) (a : M) (D : G →* Matrix n n ℂ)
    (hD : ∀ g, D g ∈ unitaryGroup n ℂ) (hs : ScalarCommutant D) {N : Matrix n n ℂ}
    (hN : N ∈ unitaryGroup n ℂ) (h : Intertwines hG a D N) :
    N * cj N = D (square hG a) ∨ N * cj N = -D (square hG a) := by
  rcases isEmpty_or_nonempty n with hn | hn
  · left
    ext i
    exact isEmptyElim i
  obtain ⟨c, hc⟩ := square_scalar hG a D hs hN h
  have hcN : cj N ∈ unitaryGroup n ℂ := by
    have e : star (cj N) = cj (star N) := by
      ext i j
      simp [cj, Matrix.star_apply]
    rw [mem_unitaryGroup_iff', e, ← map_mul, mem_unitaryGroup_iff'.1 hN, map_one]
  have hphase := phase_of_unitary (hD (square hG a)) (hc ▸ mul_mem hN hcN)
  have tw : twist hG a (square hG a) = square hG a := by
    apply Subtype.ext
    simp [twist, square]
  have hA := h.mul_eq hN (square hG a)
  rw [tw] at hA
  -- evaluate `N conj(N) N` in two ways to see that `c` is real
  have e : c • (D (square hG a) * N) = star c • (D (square hG a) * N) := by
    calc c • (D (square hG a) * N) = N * cj N * N := by rw [hc, smul_mul_assoc]
      _ = N * cj (N * cj N) := by rw [map_mul, cj_cj, mul_assoc]
      _ = star c • (D (square hG a) * N) := by rw [hc, cj_smul, mul_smul_comm, hA]
  have hne : D (square hG a) * N ≠ 0 := fun h0 => by
    have h1 := mem_unitaryGroup_iff'.1 (mul_mem (hD (square hG a)) hN)
    rw [h0, mul_zero] at h1
    exact zero_ne_one h1
  have hreal : c = star c := smul_left_injective ℂ hne e
  rw [← hreal] at hphase
  rcases mul_self_eq_one_iff.1 hphase with h1 | h1
  · left; rw [hc, h1, one_smul]
  · right; rw [hc, h1, neg_one_smul]
```

**Numbers for a spin-1/2 doublet.** Let G be the eight matrices ±1, ±iσx, ±iσy, ±iσz, with D(g) = g, and let a commute with all of G. Take

N = iσy = [[0, 1], [−1, 0]].

The matrix iσy is real and commutes with N. For k = x or z, conj(iσk) = −iσk and N σk N⁻¹ = −σk, so N conj(iσk) N⁻¹ = iσk. Thus N is an intertwiner. It is real, so

N conj(N) = N² = [[−1, 0], [0, −1]].

If a² is the element −1 of G, as for time reversal of a half-integer spin, then D(a²) = −1 and the sign is plus: the doublet needs no further partners. If instead a² is the identity, D(a²) = 1 and the same N gives the minus sign.

## (g) The even integers have index two

**Task.** Show that the even integers form a subgroup of index two in the integers.

**Solution.** Zero is even, and sums and negatives of even integers are even, so the even integers form a subgroup. For every integer t, exactly one of t and t + 1 is even. Hence there are two cosets, the even and the odd integers.

This prepares an example with the minus sign. Lean uses `Multiplicative ℤ`, the integers with addition written as multiplication, because `M` is a multiplicative group. The even elements form G.

```lean
/-- The even elements of the infinite cyclic group. -/
def evenGroup : Subgroup (Multiplicative ℤ) where
  carrier := {x | Even (Multiplicative.toAdd x)}
  mul_mem' := by
    intro x y hx hy
    have hx' : Even (Multiplicative.toAdd x) := hx
    have hy' : Even (Multiplicative.toAdd y) := hy
    exact hx'.add hy'
  one_mem' := ⟨0, rfl⟩
  inv_mem' := by
    intro x hx
    have hx' : Even (Multiplicative.toAdd x) := hx
    exact hx'.neg
```

The representation of G sends the even integer k to the 1 × 1 matrix iᵏ, which is 1 or −1.

```lean
/-- The one-dimensional representation `k ↦ i^k` of the even elements. -/
def signRep : evenGroup →* Matrix (Fin 1) (Fin 1) ℂ where
  toFun g := (Complex.I ^ Multiplicative.toAdd (g : Multiplicative ℤ)) • 1
  map_one' := by simp
  map_mul' g k := by
    rw [Subgroup.coe_mul, toAdd_mul, zpow_add₀ Complex.I_ne_zero, smul_mul_smul_comm, one_mul]
```

The index computation uses the generator 1 as the shift from t to t + 1.

```lean
/-- The even elements have index two. -/
theorem evenGroup_index : evenGroup.index = 2 := by
  rw [Subgroup.index_eq_two_iff]
  refine ⟨Multiplicative.ofAdd 1, fun b => ?_⟩
  have key : ∀ t : ℤ, (Even (t + 1) ∧ ¬ Even t) ∨ (Even t ∧ ¬ Even (t + 1)) := fun t => by
    rw [Int.even_add_one]
    tauto
  exact key (Multiplicative.toAdd b)
```

## (h) The minus sign occurs

**Task.** Find data that satisfy every hypothesis of (f), with a outside G, and give the minus sign.

**Solution.** Let a be the generator 1 of the integers, which is odd and so outside G. Then a² is the integer 2, and D(a²) = i² = −1. Take N = 1.

The group is commutative, so τ(g) = g. The values of D are ±1, so they are unitary and unchanged by conjugation, and N = 1 is an intertwiner. Every 1 × 1 matrix is a scalar, so the commutant condition holds. Finally,

N conj(N) = 1 = −(−1) = −D(a²).

This is the algebra of Kramers degeneracy without spatial symmetry: time reversal squares to −1 on a half-integer spin, and a single state cannot accommodate it. The fourth power of a is not the identity of this infinite group, but D represents it by 1.

In the Lean proof, `val` establishes that D takes only the values ±1, `one_mem` supplies the unitarity of N = 1, and the bullets check the other conditions one at a time.

```lean
/-- For the infinite cyclic group with generator `a` outside the even subgroup, `signRep` and
`N = 1` meet all hypotheses, and the minus sign occurs. -/
theorem wigner_sign_witness :
    Multiplicative.ofAdd (1 : ℤ) ∉ evenGroup ∧
    (∀ g, signRep g ∈ unitaryGroup (Fin 1) ℂ) ∧ ScalarCommutant signRep ∧
    (1 : Matrix (Fin 1) (Fin 1) ℂ) ∈ unitaryGroup (Fin 1) ℂ ∧
    Intertwines evenGroup_index (Multiplicative.ofAdd 1) signRep 1 ∧
    (1 : Matrix (Fin 1) (Fin 1) ℂ) * cj 1 =
      -signRep (square evenGroup_index (Multiplicative.ofAdd 1)) := by
  -- on even elements the representation takes only the values `1` and `-1`
  have val : ∀ g, signRep g = 1 ∨ signRep g = -1 := fun g => by
    obtain ⟨m, hm⟩ : Even (Multiplicative.toAdd (g : Multiplicative ℤ)) := g.2
    change (Complex.I ^ Multiplicative.toAdd (g : Multiplicative ℤ)) •
      (1 : Matrix (Fin 1) (Fin 1) ℂ) = 1 ∨ (Complex.I ^ Multiplicative.toAdd
      (g : Multiplicative ℤ)) • (1 : Matrix (Fin 1) (Fin 1) ℂ) = -1
    rw [hm, zpow_add₀ Complex.I_ne_zero, ← mul_zpow, Complex.I_mul_I]
    rcases Int.even_or_odd m with h | h
    · left; rw [h.neg_one_zpow, one_smul]
    · right; rw [h.neg_one_zpow, neg_smul, one_smul]
  refine ⟨fun h => ?_, fun g => ?_, fun X _ => ⟨X 0 0, ?_⟩, one_mem _, fun g => ?_, ?_⟩
  · obtain ⟨m, hm⟩ : Even (1 : ℤ) := h
    omega
  · rw [mem_unitaryGroup_iff']
    rcases val g with h | h <;> rw [h] <;> simp
  · ext i j
    fin_cases i
    fin_cases j
    simp
  · have e : twist evenGroup_index (Multiplicative.ofAdd 1) g = g := by
      apply Subtype.ext
      simp only [twist]
      rw [mul_comm _ (Multiplicative.ofAdd (1 : ℤ)), mul_inv_cancel_left]
    rw [e, inv_one, mul_one, one_mul]
    rcases val g with h | h <;> rw [h] <;> simp
  · have e : signRep (square evenGroup_index (Multiplicative.ofAdd 1)) = -1 := by
      change (Complex.I ^ ((1 : ℤ) + 1)) • (1 : Matrix (Fin 1) (Fin 1) ℂ) = -1
      rw [zpow_add₀ Complex.I_ne_zero, zpow_one, Complex.I_mul_I, neg_smul, one_smul]
    rw [e, map_one, mul_one, neg_neg]

end

end WignerCorepresentation
```

## Finding the sign from representation matrices

In electronic-structure work on magnetic crystals, this sign helps to determine which band degeneracies are forced by antiunitary symmetry, for finite-dimensional irreducible representations that are equivalent to their twisted conjugates. For a finite group G, a program can construct N from the matrices D(g). Choose a random matrix Y and compute

N₀ = Σ_g D(g) Y conj(D(a⁻¹ga))†.

Reordering the sum shows that D(h) N₀ = N₀ conj(D(a⁻¹ha)) for every h in G. If the two representations are inequivalent, N₀ vanishes for every Y. Otherwise a generic Y gives a nonzero N₀, and N₀†N₀ is a positive multiple of the identity. Dividing N₀ by the square root of that multiple gives a unitary N. With n the dimension of D, the number

tr(N conj(N) D(a²)†) / n

is then +1 or −1 up to rounding. A value clearly different from both points to an error in the input, such as a reducible D or a wrong matrix for a².

```lean
#print axioms WignerCorepresentation.wigner_sign
```

```
'WignerCorepresentation.wigner_sign' depends on axioms: [propext, Classical.choice, Quot.sound]
```
